# Hopping between two q-boson modes obeys the quantum sl₂ commutator

A string of hops between two q-deformed boson modes can be rewritten with the hopping operators in a fixed order. Let \(E\) move a quantum from mode 2 to mode 1, and let \(F\) move it back. Each time \(E\) is carried to the right past \(F\), the product \(EF\) is replaced by \(FE\) plus a correction, and this correction is diagonal in the occupation numbers.

Let \(q\) be a nonzero element of a field with \(q^2\neq1\). Mode \(i\), with \(i=1,2\), has an annihilation operator \(a_i\), a creation operator \(b_i\) and an invertible operator \(K_i\), which plays the part of \(q\) raised to the occupation number. The modes are postulated to obey

\[
b_ia_i=\frac{K_i-K_i^{-1}}{q-q^{-1}},\qquad
a_ib_i=\frac{qK_i-q^{-1}K_i^{-1}}{q-q^{-1}},
\]

and every operator of mode 1 commutes with every operator of mode 2. With \(E=b_1a_2\) and \(F=b_2a_1\), the claim is

\[
EF-FE=\frac{K_1K_2^{-1}-K_1^{-1}K_2}{q-q^{-1}} .
\]

For two independent modes, with no Hamiltonian specified, this is a deformed form of the two-boson description of angular momentum, in which \(E\) and \(F\) act as raising and lowering operators.

## Two hops as a product over modes

In \(EF=b_1a_2b_2a_1\), the operator \(a_1\) commutes with \(a_2\) and \(b_2\), so it can be moved left until it stands next to \(b_1\). The same step with the labels exchanged treats \(FE\):

\[
EF=(b_1a_1)(a_2b_2),\qquad FE=(b_2a_2)(a_1b_1).
\]

Write \(d=q-q^{-1}\), which is nonzero because \(q^2\neq1\). Inserting the mode relations gives

\[
\begin{aligned}
d^2EF&=(K_1-K_1^{-1})(qK_2-q^{-1}K_2^{-1})\\
&=qK_1K_2-q^{-1}K_1K_2^{-1}-qK_1^{-1}K_2+q^{-1}K_1^{-1}K_2^{-1},\\
d^2FE&=(K_2-K_2^{-1})(qK_1-q^{-1}K_1^{-1})\\
&=qK_1K_2-q^{-1}K_1^{-1}K_2-qK_1K_2^{-1}+q^{-1}K_1^{-1}K_2^{-1}.
\end{aligned}
\]

The second expansion uses \(K_1K_2=K_2K_1\), which also lets the inverses be reordered. On subtraction the first and last terms cancel, and

\[
d^2(EF-FE)=d\,(K_1K_2^{-1}-K_1^{-1}K_2).
\]

Division by \(d^2\) gives the claim.

## How the hops scale under K

Suppose in addition that \(K_ib_i=q\,b_iK_i\) and \(K_ia_i=q^{-1}a_iK_i\): creation raises the exponent of \(q\) by one and annihilation lowers it by one. Multiplying the second relation by \(K_i^{-1}\) from both sides gives \(K_i^{-1}a_i=q\,a_iK_i^{-1}\), and likewise \(K_i^{-1}b_i=q^{-1}b_iK_i^{-1}\). Hence

\[
\begin{aligned}
K_1K_2^{-1}\,b_1a_2&=(K_1b_1)(K_2^{-1}a_2)=q^2\,b_1a_2\,K_1K_2^{-1},\\
K_1K_2^{-1}\,b_2a_1&=(K_2^{-1}b_2)(K_1a_1)=q^{-2}\,b_2a_1\,K_1K_2^{-1},\\
K_1K_2\,b_1a_2&=(K_1b_1)(K_2a_2)=q\,q^{-1}\,b_1a_2\,K_1K_2 .
\end{aligned}
\]

The first two lines and the commutator are the relations of quantum \(\mathfrak{sl}_2\), with \(K_1K_2^{-1}\) as its Cartan element. The third says that \(K_1K_2\), which plays the part of \(q\) raised to the total occupation, commutes with the hop \(E\).

## Three quanta against one at q = 2

Let \([n]=(q^n-q^{-n})/(q-q^{-1})\), and let \(|m,n\rangle\) have \(m\) quanta in mode 1 and \(n\) in mode 2. There \(K_1\) and \(K_2\) have the values \(q^m\) and \(q^n\), so \(EF\) has the value \([m][n+1]\) and \(FE\) the value \([n][m+1]\).

For \(q=2\) the first q-numbers are \([1]=1\), \([2]=5/2\), \([3]=21/4\) and \([4]=85/8\). On \(|3,1\rangle\),

\[
EF-FE=[3][2]-[1][4]=\frac{105}{8}-\frac{85}{8}=\frac52 .
\]

On the right-hand side \(K_1K_2^{-1}\) has the value \(2^{3-1}=4\), and \((4-\tfrac14)/(2-\tfrac12)=\tfrac52\). Ordinary bosons would give \(3\cdot2-1\cdot4=2\).

## Modes as elements of an algebra

The operators are elements of an arbitrary algebra `A` over a field `k`. No Hilbert space, adjoint or finite dimension is assumed.

In Lean 4 with Mathlib:

```lean
import Mathlib

open Module

namespace QBosonRealization

noncomputable section

variable {k A : Type*} [Field k] [Ring A] [Algebra k A]
```

An invertible \(K\) is a unit, of type `Aˣ`, and `↑K⁻¹` is its inverse read as an element of `A`. The symbol `•` multiplies an operator by a scalar. Both mode relations are stated after multiplication by \(q-q^{-1}\), so the definition contains no division by this number.

```lean
/-- The q-boson relations of one mode: `b a` and `a b`, multiplied by `q - q⁻¹`, are
`K - K⁻¹` and `q K - q⁻¹ K⁻¹`. -/
structure IsQMode (q : k) (a b : A) (K : Aˣ) : Prop where
  normal : (q - q⁻¹) • (b * a) = (K : A) - ↑K⁻¹
  antinormal : (q - q⁻¹) • (a * b) = q • (K : A) - q⁻¹ • (↑K⁻¹ : A)
```

The scaling relations form a separate hypothesis, because the commutator does not need them.

```lean
/-- Creation shifts `K` by a factor `q`, annihilation by a factor `q⁻¹`. -/
structure IsLadder (q : k) (a b : A) (K : Aˣ) : Prop where
  create : (K : A) * b = q • (b * K)
  annihilate : (K : A) * a = q⁻¹ • (a * K)
```

Mutual commutation covers all nine pairs formed from \(a_1,b_1,K_1\) and \(a_2,b_2,K_2\).

```lean
/-- Every operator of the first mode commutes with every operator of the second. -/
def ModesCommute (a₁ b₁ : A) (K₁ : Aˣ) (a₂ b₂ : A) (K₂ : Aˣ) : Prop :=
  ∀ x ∈ ({a₁, b₁, (K₁ : A)} : Set A), ∀ y ∈ ({a₂, b₂, (K₂ : A)} : Set A), Commute x y
```

## The commutator

The factorisation is stated once, for modes with operators `a`, `b` and `a'`, `b'`. It needs only that `a` commutes with both operators of the other mode.

```lean
/-- A hop followed by the return hop factorises into one product for each mode. -/
theorem hop_return {a b a' b' : A} (haa : Commute a a') (hab : Commute a b') :
    b * a' * (b' * a) = (b * a) * (a' * b') := by
  have h : a * (a' * b') = (a' * b') * a := (haa.mul_right hab).eq
  calc b * a' * (b' * a) = b * ((a' * b') * a) := by simp only [mul_assoc]
    _ = b * (a * (a' * b')) := by rw [h]
    _ = (b * a) * (a' * b') := by simp only [mul_assoc]
```

The theorem below reads: if \(q\neq0\), \(q^2\neq1\), both modes satisfy the q-boson relations and the modes commute, then \(EF-FE\) is \((q-q^{-1})^{-1}\) times \(K_1K_2^{-1}-K_1^{-1}K_2\).

In the proof, `hd` is the statement \(d\neq0\). The equations `c1` to `c4` put products of \(K_1^{\pm1}\) and \(K_2^{\pm1}\) into a common order, and `e1` and `e2` are the formulas for \(d^2EF\) and \(d^2FE\) before expansion. `hop_return` is applied twice, the second time with the modes exchanged. In `key` the products are expanded, and `module` compares the coefficients, which is where the terms cancel. The final calculation removes the two factors of \(d\).

```lean
/-- The commutator of the two hopping operators `E = b₁ a₂` and `F = b₂ a₁` is
`(K₁ K₂⁻¹ - K₁⁻¹ K₂) / (q - q⁻¹)`. -/
theorem hopping_commutator {q : k} (hq : q ≠ 0) (hq2 : q ^ 2 ≠ 1)
    {a₁ b₁ a₂ b₂ : A} {K₁ K₂ : Aˣ}
    (h₁ : IsQMode q a₁ b₁ K₁) (h₂ : IsQMode q a₂ b₂ K₂)
    (hc : ModesCommute a₁ b₁ K₁ a₂ b₂ K₂) :
    (b₁ * a₂) * (b₂ * a₁) - (b₂ * a₁) * (b₁ * a₂)
      = (q - q⁻¹)⁻¹ • ((K₁ : A) * ↑K₂⁻¹ - ↑K₁⁻¹ * (K₂ : A)) := by
  have hd : q - q⁻¹ ≠ 0 := by
    intro h
    have h' : q = q⁻¹ := sub_eq_zero.mp h
    apply hq2
    calc q ^ 2 = q * q := pow_two q
      _ = q * q⁻¹ := congrArg (fun z => q * z) h'
      _ = 1 := mul_inv_cancel₀ hq
  have haa : Commute a₁ a₂ := hc a₁ (by simp) a₂ (by simp)
  have hab : Commute a₁ b₂ := hc a₁ (by simp) b₂ (by simp)
  have hba : Commute b₁ a₂ := hc b₁ (by simp) a₂ (by simp)
  have hK : Commute (K₁ : A) (K₂ : A) := hc K₁ (by simp) K₂ (by simp)
  have c1 := hK.symm.eq
  have c2 := hK.symm.units_inv_right.eq
  have c3 := hK.symm.units_inv_left.eq
  have c4 := hK.symm.units_inv_right.units_inv_left.eq
  -- insert the mode relations into the two factorised products
  have e1 : ((q - q⁻¹) * (q - q⁻¹)) • ((b₁ * a₁) * (a₂ * b₂))
      = ((K₁ : A) - ↑K₁⁻¹) * (q • (K₂ : A) - q⁻¹ • (↑K₂⁻¹ : A)) := by
    rw [← h₁.normal, ← h₂.antinormal, smul_mul_smul_comm]
  have e2 : ((q - q⁻¹) * (q - q⁻¹)) • ((b₂ * a₂) * (a₁ * b₁))
      = ((K₂ : A) - ↑K₂⁻¹) * (q • (K₁ : A) - q⁻¹ • (↑K₁⁻¹ : A)) := by
    rw [← h₂.normal, ← h₁.antinormal, smul_mul_smul_comm]
  rw [hop_return haa hab, hop_return haa.symm hba.symm]
  have key : (q - q⁻¹) • ((q - q⁻¹) • ((b₁ * a₁) * (a₂ * b₂) - (b₂ * a₂) * (a₁ * b₁)))
      = (q - q⁻¹) • ((K₁ : A) * ↑K₂⁻¹ - ↑K₁⁻¹ * (K₂ : A)) := by
    rw [smul_smul, smul_sub, e1, e2]
    simp only [sub_mul, mul_sub, mul_smul_comm, c1, c2, c3, c4]
    module
  -- divide twice by the nonzero number q - q⁻¹
  calc _ = (q - q⁻¹)⁻¹ • ((q - q⁻¹)⁻¹ • ((q - q⁻¹) • ((q - q⁻¹) •
        ((b₁ * a₁) * (a₂ * b₂) - (b₂ * a₂) * (a₁ * b₁))))) := by
        rw [inv_smul_smul₀ hd, inv_smul_smul₀ hd]
    _ = _ := by rw [key, inv_smul_smul₀ hd]
```

## The scaling relations

The first lemma passes from \(K\) to \(K^{-1}\), as in the multiplication from both sides above. The second combines the scalings of two factors, provided that each scaling operator commutes with the factor of the other mode.

```lean
/-- If `K` scales `x` by `c`, then `K⁻¹` scales `x` by `c⁻¹`. -/
theorem inv_scaling {c : k} (hc : c ≠ 0) {K : Aˣ} {x : A}
    (h : (K : A) * x = c • (x * K)) : (↑K⁻¹ : A) * x = c⁻¹ • (x * ↑K⁻¹) := by
  have h2 : x * (K : A) = c⁻¹ • ((K : A) * x) := by rw [h, inv_smul_smul₀ hc]
  calc (↑K⁻¹ : A) * x = ↑K⁻¹ * (x * K) * ↑K⁻¹ := by simp [mul_assoc]
    _ = c⁻¹ • (x * ↑K⁻¹) := by rw [h2]; simp

/-- If `K` scales `x` by `c`, `L` scales `y` by `e`, `L` commutes with `x` and `K` commutes with
`y`, then `K L` scales `x y` by `c e`. -/
theorem scaling_mul {c e : k} {K L x y : A} (hx : K * x = c • (x * K))
    (hy : L * y = e • (y * L)) (hLx : L * x = x * L) (hKy : K * y = y * K) :
    (K * L) * (x * y) = (c * e) • ((x * y) * (K * L)) := by
  calc (K * L) * (x * y) = K * (L * x) * y := by simp only [mul_assoc]
    _ = (K * x) * (L * y) := by rw [hLx]; simp only [mul_assoc]
    _ = (c * e) • (x * (K * y) * L) := by
        rw [hx, hy, smul_mul_smul_comm]; simp only [mul_assoc]
    _ = (c * e) • ((x * y) * (K * L)) := by rw [hKy]; simp only [mul_assoc]
```

The three conclusions of the next theorem are the three displayed lines of the derivation. It assumes `IsLadder` for both modes, `ModesCommute` and \(q\neq0\), but neither `IsQMode` nor \(q^2\neq1\). For \(F\) the proof first rewrites \(K_1K_2^{-1}\) as \(K_2^{-1}K_1\), so that each scaling operator meets its own mode.

```lean
/-- `K₁ K₂⁻¹` scales `E = b₁ a₂` by `q²` and `F = b₂ a₁` by `q⁻²`, and `K₁ K₂`
commutes with `E`. -/
theorem hopping_weights {q : k} (hq : q ≠ 0) {a₁ b₁ a₂ b₂ : A} {K₁ K₂ : Aˣ}
    (h₁ : IsLadder q a₁ b₁ K₁) (h₂ : IsLadder q a₂ b₂ K₂)
    (hc : ModesCommute a₁ b₁ K₁ a₂ b₂ K₂) :
    ((K₁ : A) * ↑K₂⁻¹) * (b₁ * a₂) = (q * q) • ((b₁ * a₂) * ((K₁ : A) * ↑K₂⁻¹)) ∧
    ((K₁ : A) * ↑K₂⁻¹) * (b₂ * a₁) = (q⁻¹ * q⁻¹) • ((b₂ * a₁) * ((K₁ : A) * ↑K₂⁻¹)) ∧
    Commute ((K₁ : A) * K₂) (b₁ * a₂) := by
  have hKa : Commute (K₁ : A) a₂ := hc K₁ (by simp) a₂ (by simp)
  have hKb : Commute (K₁ : A) b₂ := hc K₁ (by simp) b₂ (by simp)
  have haK : Commute a₁ (K₂ : A) := hc a₁ (by simp) K₂ (by simp)
  have hbK : Commute b₁ (K₂ : A) := hc b₁ (by simp) K₂ (by simp)
  have hK : Commute (K₁ : A) (K₂ : A) := hc K₁ (by simp) K₂ (by simp)
  have ha := inv_scaling (inv_ne_zero hq) h₂.annihilate
  rw [inv_inv] at ha
  refine ⟨scaling_mul h₁.create ha hbK.units_inv_right.symm.eq hKa.eq, ?_, ?_⟩
  · rw [hK.units_inv_right.eq]
    exact scaling_mul (inv_scaling hq h₂.create) h₁.annihilate hKb.eq
      haK.units_inv_right.symm.eq
  · have h := scaling_mul h₁.create h₂.annihilate hbK.symm.eq hKa.eq
    rw [mul_inv_cancel₀ hq, one_smul] at h
    exact h
```

Together the two theorems give operator identities. The quantum group is not constructed as an algebra in its own right, and its coproduct does not enter.

## A Fock representation for every admissible q

A concrete pair of modes shows that the hypotheses are consistent. A vector is a function \(\psi(m,n)\) of the two occupation numbers, with values in the field and no condition of normalisability.

```lean
/-- Amplitudes `ψ m n` of the two-mode occupation states. -/
abbrev Fock (k : Type*) := ℕ → ℕ → k

/-- The q-number `[n] = (qⁿ - q⁻ⁿ) / (q - q⁻¹)`. -/
def qNum (q : k) (n : ℕ) : k := (q ^ n - (q ^ n)⁻¹) / (q - q⁻¹)
```

Annihilation sends \(\psi\) to the function with value \([m+1]\,\psi(m+1,n)\) at \((m,n)\). On basis states this means \(a_1|m,n\rangle=[m]\,|m-1,n\rangle\) for \(m\geq1\), while \(a_1|0,n\rangle=0\).

```lean
/-- Annihilation in the first mode, with weight `[m+1]`. -/
def ann₁ (q : k) : End k (Fock k) where
  toFun ψ m n := qNum q (m + 1) * ψ (m + 1) n
  map_add' _ _ := funext fun _ => funext fun _ => mul_add _ _ _
  map_smul' _ _ := funext fun _ => funext fun _ => mul_left_comm _ _ _
```

The operators of the second mode are obtained from those of the first by exchanging the modes before and after.

```lean
/-- Exchange of the two modes. -/
def swap : End k (Fock k) where
  toFun ψ m n := ψ n m
  map_add' _ _ := rfl
  map_smul' _ _ := rfl
```

Creation shifts the occupation with weight one, \(b_1|m,n\rangle=|m+1,n\rangle\), and leaves amplitude zero at \(m=0\). These basis states are therefore not the normalised ones. For real \(q>0\) with \(q\neq1\), normalised states with \(b_1=a_1^\dagger\) have the weights \(\sqrt{[m]}\) for annihilation and \(\sqrt{[m+1]}\) for creation. The values of \(EF\) and \(FE\) in the numerical example are the same in either convention.

```lean
/-- Creation in the first mode. -/
def cre₁ : End k (Fock k) where
  toFun ψ m n := match m with
    | 0 => 0
    | m + 1 => ψ m n
  map_add' _ _ := by funext m n; cases m <;> simp
  map_smul' _ _ := by funext m n; cases m <;> simp
```

The operators \(K_1\) and \(K_2\) multiply amplitudes by \(q^m\) and \(q^n\). Since \(q\neq0\), these factors never vanish, and their reciprocals supply the inverse operators.

```lean
/-- Multiplication of the amplitudes by `f m n`. -/
def diag (f : ℕ → ℕ → k) : End k (Fock k) where
  toFun ψ m n := f m n * ψ m n
  map_add' _ _ := funext fun _ => funext fun _ => mul_add _ _ _
  map_smul' _ _ := funext fun _ => funext fun _ => mul_left_comm _ _ _

/-- Multiplication by nowhere vanishing factors, as an invertible operator. -/
def diagUnit (f : ℕ → ℕ → k) (hf : ∀ m n, f m n ≠ 0) : (End k (Fock k))ˣ where
  val := diag f
  inv := diag fun m n => (f m n)⁻¹
  val_inv := LinearMap.ext fun _ => funext fun m => funext fun n =>
    mul_inv_cancel_left₀ (hf m n) _
  inv_val := LinearMap.ext fun _ => funext fun m => funext fun n =>
    inv_mul_cancel_left₀ (hf m n) _
```

The last theorem verifies both mode relations and both scaling relations for each mode, together with mutual commutation. It holds for every \(q\) in the field with \(q\neq0\) and \(q^2\neq1\), including roots of unity, where some \([n]\) with \(n\geq1\) vanish.

The statements `s0` to `s5` are the scalar identities left once an operator equation is evaluated at fixed occupations. The empty mode is treated separately wherever creation acts last: there \(b_1a_1\) gives zero, in agreement with \(q^0-q^{-0}=0\). The nine commutation relations are checked by the same evaluation, with empty and occupied modes distinguished.

```lean
/-- On two-mode Fock amplitudes, annihilation, creation and `K₁ = q^m`, `K₂ = q^n`
satisfy all the mode, ladder and mutual commutation relations. -/
theorem fock_witness {q : k} (hq : q ≠ 0) (hq2 : q ^ 2 ≠ 1) :
    let K₁ := diagUnit (fun m _ => q ^ m) (fun m _ => pow_ne_zero m hq)
    let K₂ := diagUnit (fun _ n => q ^ n) (fun _ n => pow_ne_zero n hq)
    let a₂ := swap * ann₁ q * swap
    let b₂ := swap * cre₁ * swap
    IsQMode q (ann₁ q) cre₁ K₁ ∧ IsQMode q a₂ b₂ K₂ ∧
    IsLadder q (ann₁ q) cre₁ K₁ ∧ IsLadder q a₂ b₂ K₂ ∧
    ModesCommute (ann₁ q) cre₁ K₁ a₂ b₂ K₂ := by
  intro K₁ K₂ a₂ b₂
  have hd : q - q⁻¹ ≠ 0 := by
    intro h
    apply hq2
    have h' := mul_inv_cancel₀ hq
    linear_combination q * h + h'
  have hn (n : ℕ) : (q - q⁻¹) * qNum q n = q ^ n - (q ^ n)⁻¹ := by
    rw [qNum, mul_comm, div_mul_cancel₀ _ hd]
  -- the scalar identities behind the relations, for an occupation n and amplitude z
  have s0 (z : k) : (q - q⁻¹) * 0 = q ^ 0 * z - (q ^ 0)⁻¹ * z := by simp
  have s1 (n : ℕ) (z : k) : (q - q⁻¹) * (qNum q (n + 1) * z)
      = q ^ (n + 1) * z - (q ^ (n + 1))⁻¹ * z := by rw [← mul_assoc, hn, sub_mul]
  have s2 (n : ℕ) (z : k) : (q - q⁻¹) * (qNum q (n + 1) * z)
      = q * (q ^ n * z) - q⁻¹ * ((q ^ n)⁻¹ * z) := by
    rw [s1, pow_succ, mul_inv]; ring
  have s3 (n : ℕ) : q ^ n * 0 = q * (0 : k) := by simp
  have s4 (n : ℕ) (z : k) : q ^ (n + 1) * z = q * (q ^ n * z) := by ring
  have s5 (n : ℕ) (c z : k) : q ^ n * (c * z) = q⁻¹ * (c * (q ^ (n + 1) * z)) := by
    rw [s4, mul_left_comm c q, inv_mul_cancel_left₀ hq, mul_left_comm]
  refine ⟨⟨?_, ?_⟩, ⟨?_, ?_⟩, ⟨?_, ?_⟩, ⟨?_, ?_⟩, ?_⟩
  · refine LinearMap.ext fun ψ => funext fun m => funext fun n => ?_
    cases m with
    | zero => exact s0 _
    | succ m => exact s1 m _
  · exact LinearMap.ext fun ψ => funext fun m => funext fun n => s2 m (ψ m n)
  · refine LinearMap.ext fun ψ => funext fun m => funext fun n => ?_
    cases n with
    | zero => exact s0 _
    | succ n => exact s1 n _
  · exact LinearMap.ext fun ψ => funext fun m => funext fun n => s2 n (ψ m n)
  · refine LinearMap.ext fun ψ => funext fun m => funext fun n => ?_
    cases m with
    | zero => exact s3 0
    | succ m => exact s4 m _
  · exact LinearMap.ext fun ψ => funext fun m => funext fun n => s5 m _ (ψ (m + 1) n)
  · refine LinearMap.ext fun ψ => funext fun m => funext fun n => ?_
    cases n with
    | zero => exact s3 0
    | succ n => exact s4 n _
  · exact LinearMap.ext fun ψ => funext fun m => funext fun n => s5 n _ (ψ m (n + 1))
  · rintro x (rfl | rfl | rfl) y (rfl | rfl | rfl) <;>
      refine (commute_iff_eq _ _).mpr
        (LinearMap.ext fun ψ => funext fun m => funext fun n => ?_) <;>
      cases m <;> cases n <;>
      simp only [K₁, K₂, a₂, b₂, Module.End.mul_apply, ann₁, cre₁, swap, diagUnit, diag,
        LinearMap.coe_mk, AddHom.coe_mk] <;>
      ring

end

end QBosonRealization
```

```lean
#print axioms QBosonRealization.hopping_commutator
-- 'QBosonRealization.hopping_commutator' depends on axioms: [propext, Classical.choice, Quot.sound]
#print axioms QBosonRealization.hopping_weights
-- 'QBosonRealization.hopping_weights' depends on axioms: [propext, Classical.choice, Quot.sound]
```
